# The square of an angular momentum commutes with each of its components

Let three elements L_x, L_y, L_z of a complex algebra satisfy [L_x, L_y] = iL_z and its cyclic companions, the relations of an angular momentum in units where ħ = 1. The theorem `square_commute` states that L² = L_x² + L_y² + L_z² commutes with each of the three. The argument is purely algebraic, so the elements need not be self-adjoint or act on a space of finite dimension. The attempt proves the claim for one component in `casimir_aux`, then applies that lemma to each component in turn, with `abel` putting the three squares in the order the lemma asks for.

An attempt in Lean 4 with a fault in it:

```lean
import Mathlib

open Complex

namespace SquareCommute

noncomputable section

/-- The commutation relations `[L_i, L_j] = i ε_ijk L_k` of an angular momentum. -/
structure IsAngularMomentum {R : Type*} [Ring R] [Algebra ℂ R] (L : Fin 3 → R) : Prop where
  xy : L 0 * L 1 - L 1 * L 0 = I • L 2
  yz : L 1 * L 2 - L 2 * L 1 = I • L 0
  zx : L 2 * L 0 - L 0 * L 2 = I • L 1

/-- The square `V² = V_x² + V_y² + V_z²` of a vector operator. -/
def square {R : Type*} [Ring R] (V : Fin 3 → R) : R := ∑ i, V i * V i

private lemma casimir_aux {R : Type*} [Ring R] [Algebra ℂ R] {S a b c : R}
    (hS : S = a * a + b * b + c * c) (hab : a * b - b * a = I • c)
    (hca : c * a - a * c = I • b) : Commute S a := by
  have e : S * a - a * S = -(b * (a * b - b * a) + (a * b - b * a) * b)
      + (c * (c * a - a * c) + (c * a - a * c) * c) := by
    rw [hS]; noncomm_ring
  rw [hab, hca] at e
  simp only [mul_smul_comm, smul_mul_assoc] at e
  exact sub_eq_zero.mp (e.trans (by abel))

/-- The square of an angular momentum commutes with each of its components. -/
theorem square_commute {R : Type*} [Ring R] [Algebra ℂ R] {L : Fin 3 → R}
    (h : IsAngularMomentum L) (i : Fin 3) : Commute (square L) (L i) := by
  have s : square L = L 0 * L 0 + L 1 * L 1 + L 2 * L 2 := Fin.sum_univ_three _
  fin_cases i
  · exact casimir_aux s h.xy h.zx
  · exact casimir_aux (s.trans (by abel)) h.yz h.xy
  · exact casimir_aux (s.trans (by abel)) h.zx h.yz

end

end SquareCommute
```

The error:

```
Try this:
  [apply] abel_nf
Main.lean:34:32: error: unsolved goals
R : Type u_1
inst✝¹ : Ring R
inst✝ : Algebra ℂ R
L : Fin 3 → R
h : IsAngularMomentum L
s : square L = L 0 * L 0 + L 1 * L 1 + L 2 * L 2
⊢ L 0 * L 0 + (L 1 * L 1 + L 2 * L 2) = L 0 * L 0 + (L 2 * L 2 + L 1 * L 1)
```

Fix (accepted with no message):

```diff
@@ -32,6 +32,8 @@
   fin_cases i
   · exact casimir_aux s h.xy h.zx
-  · exact casimir_aux (s.trans (by abel)) h.yz h.xy
-  · exact casimir_aux (s.trans (by abel)) h.zx h.yz
+  · change Commute (square L) (L 1)
+    exact casimir_aux (s.trans (by abel)) h.yz h.xy
+  · change Commute (square L) (L 2)
+    exact casimir_aux (s.trans (by abel)) h.zx h.yz
 
 end
```

Diagnosis. The error is in the second case, that of L_y. There `abel` has to show that the sum of squares is unchanged by reordering, and it stops at an equation whose two sides look like the same sum in different orders. The suggestion `abel_nf` is no cure, since the equation shown is what normalising leaves.

The two terms printed `L 1 * L 1` are not the same to `abel`. One comes from `s`, where the index is the numeral `1`. The other comes from the goal, where `fin_cases` has left an index that equals `1` by definition but is written differently. `abel` doesn't unfold far enough to identify them, so it counts them as separate terms and can't match the sums.

The line `change Commute (square L) (L 1)` restates the goal with the plain numeral. `casimir_aux` then takes its component from that goal, both squares are written alike, and `abel` succeeds. The third case gets the same treatment with `L 2`, but no error is reported there, so as far as the messages show that change is tidying.
